# A density matrix on $\mathbb{C}^n$ has purity at most one, with equality exactly for pure states

**A:** If $\rho$ is a positive semidefinite $n\times n$ matrix with trace one, then $\mathrm{Tr}\,\rho^2\le 1$. Equality holds if and only if $\rho = vv^*$ for some unit vector $v$, where $v^*$ is the conjugate transpose of $v$.

**Q:** Before I look at any code, show me the argument by hand.

**A:** Diagonalise: $\rho = U D U^*$ with $U^*U=1$ and $D=\mathrm{diag}(p_1,\dots,p_n)$. Positivity gives $p_i\ge 0$, and the unit trace gives $\sum_i p_i=1$. The inner factors cancel in the square, and the trace is cyclic, so
$$\mathrm{Tr}\,\rho^2=\mathrm{Tr}(UD^2U^*)=\mathrm{Tr}(U^*UD^2)=\sum_i p_i^2 .$$
No $p_i$ exceeds the total, so $0\le p_i\le 1$ and $p_i^2\le p_i$. Summing gives $\mathrm{Tr}\,\rho^2\le 1$.

If the value is one, then $\sum_i p_i(1-p_i)=1-1=0$. Every term is non-negative, so every term vanishes. The $p_i$ sum to one, so some $p_k$ is non-zero, and then $p_k=1$. The others are non-negative with sum zero, hence all zero. What remains is
$$\rho_{ij}=\sum_b U_{ib}\,p_b\,\overline{U_{jb}}=U_{ik}\overline{U_{jk}},$$
which is $vv^*$ with $v_i=U_{ik}$. This column is normalised because $(U^*U)_{kk}=1$.

Conversely, if $\rho=vv^*$ with $v^*v=1$, then $\rho^2=v(v^*v)v^*=\rho$, whose trace is $v^*v=1$.

**Q:** Agreed. What does the formal version call a state, and in which space does it live?

**A:** The basis labels form an arbitrary finite type `n`, so the space is $\mathbb{C}^n$ with a fixed orthonormal basis. Infinite-dimensional Hilbert spaces are not covered.

```lean
import Mathlib

open Matrix
open scoped ComplexOrder

namespace DensityPurity

noncomputable section

variable {n : Type*} [Fintype n]
```

A density matrix is a matrix with two properties. Mathlib's `PosSemidef` includes Hermiticity as well as non-negative expectation values, and the trace condition normalises the total probability.

```lean
/-- A density matrix: positive semidefinite with unit trace. -/
structure IsDensity (ρ : Matrix n n ℂ) : Prop where
  posSemidef : ρ.PosSemidef
  trace_one : ρ.trace = 1
```

**Q:** Then comes purity. I expect $\mathrm{Tr}\,\rho^2$ itself.

**A:** The definition takes its real part, so that purity is a real number and can be compared with one.

```lean
/-- The purity of `ρ`, the real part of `Tr(ρ²)`. -/
def purity (ρ : Matrix n n ℂ) : ℝ := (ρ * ρ).trace.re
```

The matrix of a state vector has entries $v_i\overline{v_j}$. This definition does not require normalisation; the theorems add it where needed, as `star v ⬝ᵥ v = 1`. The expression `star v ⬝ᵥ w` is $\langle v,w\rangle=\sum_i\overline{v_i}w_i$, conjugate-linear in the first slot.

```lean
/-- The matrix `v v*` built from a vector `v`, which need not be normalised. -/
def pureState (v : n → ℂ) : Matrix n n ℂ := vecMulVec v (star v)
```

**Q:** A real part could conceal an imaginary one. How do I know that nothing is lost?

**A:** That is settled by a theorem, proved here from the diagonal form. The next statement supplies $U$ and $p$ from Mathlib's spectral theorem: the eigenvector matrix, the eigenvalues, their non-negativity from `posSemidef`, and their sum from `trace_one`.

```lean
/-- Every density matrix is diagonal in an orthonormal basis, with a probability
distribution on the diagonal. -/
theorem spectral_mixture [DecidableEq n] {ρ : Matrix n n ℂ} (hρ : IsDensity ρ) :
    ∃ (U : Matrix n n ℂ) (p : n → ℝ), Uᴴ * U = 1 ∧ (∀ i, 0 ≤ p i) ∧ ∑ i, p i = 1 ∧
      ρ = U * diagonal (fun i => (p i : ℂ)) * Uᴴ := by
  have hH := hρ.posSemidef.isHermitian
  refine ⟨hH.eigenvectorUnitary, hH.eigenvalues, ?_, ?_, ?_, ?_⟩
  · exact Matrix.mem_unitaryGroup_iff'.mp (SetLike.coe_mem _)
  · exact fun i => hρ.posSemidef.eigenvalues_nonneg i
  · have h : (1 : ℂ) = ∑ i, ((hH.eigenvalues i : ℝ) : ℂ) :=
      hρ.trace_one.symm.trans hH.trace_eq_sum_eigenvalues
    exact_mod_cast h.symm
  · have h := hH.spectral_theorem
    rw [Unitary.conjStarAlgAut_apply] at h
    exact h
```

Next comes the trace of the square. The `calc` block brings the two inner factors together as $U^*U$ and removes them. Then `Matrix.trace_mul_comm` moves the last $U^*$ to the front, where it cancels the remaining $U$.

```lean
/-- For a matrix with real spectrum `p` in an orthonormal basis, `Tr(ρ²) = ∑ pᵢ²`. -/
theorem trace_sq_spectral [DecidableEq n] (U : Matrix n n ℂ) (p : n → ℝ) (hU : Uᴴ * U = 1) :
    ((U * diagonal (fun i => (p i : ℂ)) * Uᴴ) *
      (U * diagonal (fun i => (p i : ℂ)) * Uᴴ)).trace = ((∑ i, p i ^ 2 : ℝ) : ℂ) := by
  set D : Matrix n n ℂ := diagonal (fun i => (p i : ℂ)) with hD
  -- the inner pair of basis changes cancels
  have h : (U * D * Uᴴ) * (U * D * Uᴴ) = U * (D * D) * Uᴴ := by
    calc (U * D * Uᴴ) * (U * D * Uᴴ) = U * D * (Uᴴ * U) * D * Uᴴ := by
          simp only [Matrix.mul_assoc]
      _ = U * (D * D) * Uᴴ := by
          rw [hU, Matrix.mul_one]
          simp only [Matrix.mul_assoc]
  rw [h, Matrix.trace_mul_comm, ← Matrix.mul_assoc, hU, Matrix.one_mul, hD,
    Matrix.diagonal_mul_diagonal, Matrix.trace_diagonal]
  push_cast
  exact Finset.sum_congr rfl fun i _ => (sq _).symm
```

The right-hand side is a real number regarded as complex, which answers your question: for a density matrix, $\mathrm{Tr}\,\rho^2$ equals its purity as a complex number.

```lean
/-- For a density matrix `Tr(ρ²)` is a real number, equal to the purity. -/
theorem trace_sq_eq_purity {ρ : Matrix n n ℂ} (hρ : IsDensity ρ) :
    (ρ * ρ).trace = (purity ρ : ℂ) := by
  classical
  obtain ⟨U, p, hU, -, -, h⟩ := spectral_mixture hρ
  rw [purity, h, trace_sq_spectral U p hU, Complex.ofReal_re]
```

**Q:** So the rest of the inequality is classical probability?

**A:** Yes, and it is proved as such, with no matrices. Here `hle` is $p_i\le 1$, `hz` is the vanishing sum of $p_i(1-p_i)$, and `h0` makes each term vanish. The conclusion `p = Pi.single k 1` says that outcome $k$ has probability one and every other outcome has probability zero. For $i\ne k$, the proof separates $p_k$ from the sum and bounds $p_i$ by what is left, which is zero.

```lean
/-- The squares of a probability distribution sum to at most one, and to exactly one only if
a single outcome is certain. -/
theorem sum_sq_probability [DecidableEq n] {p : n → ℝ} (hp : ∀ i, 0 ≤ p i)
    (hs : ∑ i, p i = 1) :
    ∑ i, p i ^ 2 ≤ 1 ∧ (∑ i, p i ^ 2 = 1 → ∃ k, p = Pi.single k 1) := by
  have hle : ∀ i, p i ≤ 1 := fun i => by
    rw [← hs]
    exact Finset.single_le_sum (fun j _ => hp j) (Finset.mem_univ i)
  refine ⟨?_, fun h => ?_⟩
  · rw [← hs]
    exact Finset.sum_le_sum fun i _ => by nlinarith [hp i, hle i]
  · -- every non-negative term `pᵢ (1 - pᵢ)` vanishes
    have hz : ∑ i, p i * (1 - p i) = 0 := by
      simp only [mul_sub, mul_one, Finset.sum_sub_distrib, ← sq, hs, h, sub_self]
    have h0 := (Finset.sum_eq_zero_iff_of_nonneg
      (fun i _ => mul_nonneg (hp i) (sub_nonneg.2 (hle i)))).1 hz
    have hex : ∃ k, p k ≠ 0 := by
      by_contra hn
      simp only [not_exists, not_not] at hn
      simp [hn] at hs
    obtain ⟨k, hk⟩ := hex
    have hk1 : p k = 1 := by
      rcases mul_eq_zero.1 (h0 k (Finset.mem_univ k)) with h' | h'
      · exact absurd h' hk
      · linarith
    refine ⟨k, funext fun i => ?_⟩
    by_cases hik : i = k
    · rw [hik, Pi.single_eq_same, hk1]
    · have h1 := Finset.add_sum_erase Finset.univ p (Finset.mem_univ k)
      have h2 := Finset.single_le_sum (f := p) (s := Finset.univ.erase k)
        (fun j _ => hp j) (Finset.mem_erase.2 ⟨hik, Finset.mem_univ i⟩)
      have h3 : p i = 0 := by linarith [hp i]
      rw [h3, Pi.single_eq_of_ne hik]
```

**Q:** For the converse you need the square of $vv^*$.

**A:** The code proves a slightly more general product, for two vectors. Entry by entry,
$$(vv^*ww^*)_{ij}=\sum_x v_i\overline{v_x}\,w_x\overline{w_j}=\langle v,w\rangle\,v_i\overline{w_j}.$$

```lean
/-- The product of `v v*` and `w w*` is `⟨v, w⟩ v w*`. -/
theorem pureState_mul (v w : n → ℂ) :
    pureState v * pureState w = (star v ⬝ᵥ w) • vecMulVec v (star w) := by
  ext i j
  simp only [pureState, Matrix.mul_apply, vecMulVec_apply, Matrix.smul_apply, smul_eq_mul,
    dotProduct, Finset.sum_mul]
  exact Finset.sum_congr rfl fun x _ => by ring
```

Taking the trace contributes $\sum_i v_i\overline{w_i}=\overline{\langle v,w\rangle}$, so the result is $|\langle v,w\rangle|^2$. For unit vectors this is the transition probability. In Lean, `Complex.normSq` is the squared modulus.

```lean
/-- The trace of the product of `v v*` and `w w*` is `|⟨v, w⟩|²`. -/
theorem trace_pureState_mul (v w : n → ℂ) :
    (pureState v * pureState w).trace = (Complex.normSq (star v ⬝ᵥ w) : ℂ) := by
  have h : (vecMulVec v (star w)).trace = star (star v ⬝ᵥ w) := by
    simp [Matrix.trace, vecMulVec_apply, dotProduct]
  rw [pureState_mul, Matrix.trace_smul, h, smul_eq_mul]
  exact Complex.mul_conj _
```

**Q:** Now the main statement. Does it really say "pure state", or only something about eigenvalues?

**A:** It says that there is a vector $v$ with $\langle v,v\rangle=1$ and $\rho=vv^*$, as an equality of matrices. It does not claim that $v$ is unique, and it shouldn't, since $e^{i\alpha}v$ gives the same matrix.

```lean
/-- The purity of a density matrix is at most one, and it equals one if and only if
`ρ = v v*` for some unit vector `v`. -/
theorem purity_le_one_and_eq_one_iff {ρ : Matrix n n ℂ} (hρ : IsDensity ρ) :
    purity ρ ≤ 1 ∧ (purity ρ = 1 ↔ ∃ v : n → ℂ, star v ⬝ᵥ v = 1 ∧ ρ = pureState v) := by
  classical
  obtain ⟨U, p, hU, hp, hs, h⟩ := spectral_mixture hρ
  have hpur : purity ρ = ∑ i, p i ^ 2 := by
    rw [purity, h, trace_sq_spectral U p hU, Complex.ofReal_re]
  obtain ⟨hle, heq⟩ := sum_sq_probability hp hs
  refine ⟨hpur.trans_le hle, fun h1 => ?_, ?_⟩
  · -- only one eigenvector is populated: column `k` of `U`
    obtain ⟨k, hk⟩ := heq (hpur.symm.trans h1)
    refine ⟨fun i => U i k, ?_, ?_⟩
    · have hkk := congrFun (congrFun hU k) k
      simpa [Matrix.mul_apply, dotProduct] using hkk
    · rw [h, hk]
      ext i j
      rw [Matrix.mul_apply]
      simp only [Matrix.mul_diagonal]
      rw [Finset.sum_eq_single k]
      · simp [pureState, vecMulVec_apply]
      · intro b _ hb
        simp [hb]
      · simp
  · rintro ⟨v, hv, hρv⟩
    rw [purity, hρv, trace_pureState_mul, hv, map_one, Complex.ofReal_re]
```

The proof follows the hand argument. `hpur` identifies the purity with $\sum_i p_i^2$, and `sum_sq_probability` gives the bound and the certain outcome $k$. The vector is `fun i => U i k`, column $k$ of $U$; its norm is read off from the $(k,k)$ entry of $U^*U=1$, and `Finset.sum_eq_single k` reduces the sum over $b$ to one term. The last line is the converse, from the overlap formula with $w=v$.

**Q:** I usually recognise a pure state by $\rho^2=\rho$. Is that the same criterion?

**A:** For density matrices it is. If the purity is one, then $\rho=vv^*$ and the product formula gives $\rho^2=\langle v,v\rangle\rho=\rho$. If $\rho^2=\rho$, then $\mathrm{Tr}\,\rho^2=\mathrm{Tr}\,\rho=1$.

```lean
/-- A density matrix has purity one if and only if it is idempotent. -/
theorem purity_eq_one_iff_idempotent {ρ : Matrix n n ℂ} (hρ : IsDensity ρ) :
    purity ρ = 1 ↔ ρ * ρ = ρ := by
  constructor
  · intro h
    obtain ⟨v, hv, hρv⟩ := (purity_le_one_and_eq_one_iff hρ).2.1 h
    rw [hρv, pureState_mul, hv, one_smul, pureState]
  · intro h
    rw [purity, h, hρ.trace_one, Complex.one_re]
```

**Q:** And does purity fall below one when I mix two different pure states?

**A:** Take unit vectors $v,w$ and weights $t$ and $1-t$. Expanding the square gives two diagonal terms and two cross terms, and the cross terms are equal by cyclicity:
$$t^2+(1-t)^2+2t(1-t)|\langle v,w\rangle|^2=1-2t(1-t)\bigl(1-|\langle v,w\rangle|^2\bigr).$$
For $0<t<1$ the purity is therefore below one unless $|\langle v,w\rangle|=1$, when both vectors describe the same state. An equal mixture of two orthogonal states has purity $\tfrac12$. The formal identity holds for every real $t$, though only $0\le t\le 1$ has the meaning of a mixture.

```lean
/-- Combining two normalised pure states with weights `t` and `1 - t` gives purity
`1 - 2 t (1 - t) (1 - |⟨v, w⟩|²)`. -/
theorem purity_two_state_mixture (v w : n → ℂ) (hv : star v ⬝ᵥ v = 1) (hw : star w ⬝ᵥ w = 1)
    (t : ℝ) :
    purity ((t : ℂ) • pureState v + (1 - t : ℂ) • pureState w) =
      1 - 2 * t * (1 - t) * (1 - Complex.normSq (star v ⬝ᵥ w)) := by
  have key : (((t : ℂ) • pureState v + (1 - t : ℂ) • pureState w) *
      ((t : ℂ) • pureState v + (1 - t : ℂ) • pureState w)).trace =
      ((1 - 2 * t * (1 - t) * (1 - Complex.normSq (star v ⬝ᵥ w)) : ℝ) : ℂ) := by
    simp only [Matrix.add_mul, Matrix.mul_add, Matrix.smul_mul, Matrix.mul_smul,
      Matrix.trace_add, Matrix.trace_smul, smul_eq_mul]
    -- the two cross terms agree by cyclicity of the trace
    rw [Matrix.trace_mul_comm (pureState w) (pureState v)]
    simp only [trace_pureState_mul, hv, hw, map_one]
    push_cast
    ring
  rw [purity, key, Complex.ofReal_re]
```

In Lean, `key` is this expansion, with `Matrix.trace_mul_comm` identifying the cross terms and `ring` finishing the algebra.

**Q:** How much of this depends on positivity? Suppose that I keep only a Hermitian matrix with trace one.

**A:** Then the bound fails already for two levels. The matrix $\mathrm{diag}(2,-1)$ is Hermitian and has trace $2-1=1$, but its square is $\mathrm{diag}(4,1)$, with trace 5. The negative "probability" lets the other one exceed one, and the step $p_i\le 1$ breaks down.

```lean
/-- The matrix `diag(2, -1)` is Hermitian with unit trace and has purity five. -/
theorem purity_without_positivity :
    (!![2, 0; 0, -1] : Matrix (Fin 2) (Fin 2) ℂ).IsHermitian ∧
      (!![2, 0; 0, -1] : Matrix (Fin 2) (Fin 2) ℂ).trace = 1 ∧
      purity (!![2, 0; 0, -1] : Matrix (Fin 2) (Fin 2) ℂ) = 5 := by
  refine ⟨?_, ?_, ?_⟩
  · ext i j
    fin_cases i <;> fin_cases j <;> simp
  · rw [Matrix.trace_fin_two]
    norm_num
  · rw [purity, Matrix.trace_fin_two]
    norm_num [Matrix.mul_apply, Fin.sum_univ_succ]

end

end DensityPurity
```

**Q:** Where would I meet this in a calculation?

**A:** When you simulate an open quantum system with finitely many levels and $\rho$ is a Hermitian matrix in an orthonormal basis, $\mathrm{Tr}\,\rho^2=\sum_{ij}|\rho_{ij}|^2$ comes straight from the matrix elements without diagonalisation, and if the matrix is a density matrix, the exact value one identifies a pure state. A value above one by more than rounding error shows that the computed matrix is not a density matrix. For three or more levels, a value of at most one does not prove positivity: $\mathrm{diag}(\tfrac23,\tfrac23,-\tfrac13)$ is Hermitian with trace one and $\mathrm{Tr}\,\rho^2=1$, yet it has a negative eigenvalue.

**Q:** Then a value slightly below one tells me that the state is nearly pure?

**A:** The theorem treats only exact equality, but for a density matrix, where all $p_i\ge 0$ and $\sum_i p_i=1$, the eigenvalue formula gives an estimate by hand. If $p_{\max}$ is the largest eigenvalue, then $\sum_i p_i^2\le p_{\max}\sum_i p_i=p_{\max}$, so a purity of $1-\varepsilon$ means that one eigenvector carries weight at least $1-\varepsilon$.

```lean
#print axioms DensityPurity.purity_le_one_and_eq_one_iff
#print axioms DensityPurity.purity_eq_one_iff_idempotent
#print axioms DensityPurity.purity_two_state_mixture
#print axioms DensityPurity.purity_without_positivity
```

```
'DensityPurity.purity_le_one_and_eq_one_iff' depends on axioms: [propext, Classical.choice, Quot.sound]
'DensityPurity.purity_eq_one_iff_idempotent' depends on axioms: [propext, Classical.choice, Quot.sound]
'DensityPurity.purity_two_state_mixture' depends on axioms: [propext, Classical.choice, Quot.sound]
'DensityPurity.purity_without_positivity' depends on axioms: [propext, Classical.choice, Quot.sound]
```
